# When the curve of a cosine step tension lies in its Wulff shape, and its signed area

Let a step with normal $n(t)=(\cos t,\sin t)$ have free energy per length $\gamma(t)=g(1+e\cos mt)$, with $g>0$ and integer $m\ge1$. The curve $X=\gamma n+\gamma' n'$ satisfies $\langle X(t),n(s)\rangle\le\gamma(s)$ for all $s,t$ exactly when $|e|(m^2-1)\le1$. Its signed area is $\pi g^2\left(1-(m^2-1)e^2/2\right)$ for every $e$.

```lean
import Mathlib

open Real

namespace WulffCosine

noncomputable section
```

The setting is a two-dimensional island in the continuum description: its edge energy per length depends only on orientation, and corner energies are neglected.

```lean
/-- The component of the planar point `p` along the unit normal `(cos s, sin s)`. -/
def height (p : ℝ × ℝ) (s : ℝ) : ℝ := p.1 * cos s + p.2 * sin s
```

A point is a pair of reals, and `height p s` is $\langle p,n(s)\rangle$.

```lean
/-- The Wulff shape of the surface tension `γ`: the points whose height along every normal
is at most the tension of that normal. -/
def wulffShape (γ : ℝ → ℝ) : Set (ℝ × ℝ) := {p | ∀ s, height p s ≤ γ s}
```

The Wulff shape is the set of points satisfying $\langle p,n(s)\rangle\le\gamma(s)$ for every $s$. For positive $\gamma$ (for the cosine law, $|e|<1$), Wulff's theorem says that a scaled copy of this shape has the least edge energy at given area; the file does not prove that theorem.

```lean
/-- The curve `γ n + γ' n'` with `n = (cos t, sin t)`, for differentiable `γ`. -/
def wulffCurve (γ : ℝ → ℝ) (t : ℝ) : ℝ × ℝ :=
  (γ t * cos t - deriv γ t * sin t, γ t * sin t + deriv γ t * cos t)
```

These are the two coordinates of $X(t)$, with $n'=(-\sin t,\cos t)$; `deriv γ` is $\gamma'$.

```lean
/-- The surface stiffness `γ + γ''`, for twice differentiable `γ`. -/
def stiffness (γ : ℝ → ℝ) (t : ℝ) : ℝ := γ t + deriv (deriv γ) t
```

The stiffness is $S=\gamma+\gamma''$.

```lean
/-- The signed area `½ ∮ (x dy - y dx)` of a differentiable closed curve with period `2π`. -/
def signedArea (c : ℝ → ℝ × ℝ) : ℝ :=
  (1 / 2) * ∫ t in (0 : ℝ)..(2 * π),
    ((c t).1 * deriv (fun u => (c u).2) t - (c t).2 * deriv (fun u => (c u).1) t)
```

This is $\frac12\oint(x\,dy-y\,dx)$. When the curve of a smooth $2\pi$-periodic $\gamma$ lies in the Wulff shape, convex geometry shows that it traces the boundary of that shape and that this number is the shape's area; the file proves neither fact.

```lean
/-- The surface tension `g (1 + e cos (m t))` with `m`-fold anisotropy of strength `e`. -/
def tension (g e : ℝ) (m : ℕ) (t : ℝ) : ℝ := g * (1 + e * cos (m * t))
```

Here `m` is a natural number, $g$ sets the mean tension and $e$ the strength of the anisotropy.

```lean
/-- The height of the curve point `t` along its own normal is the surface tension. -/
theorem height_self (γ : ℝ → ℝ) (t : ℝ) : height (wulffCurve γ t) t = γ t := by
  simp only [height, wulffCurve]
  linear_combination γ t * sin_sq_add_cos_sq t
```

Since $n\cdot n=1$ and $n'\cdot n=0$, we have $\langle X(t),n(t)\rangle=\gamma(t)$. `linear_combination` supplies $\sin^2t+\cos^2t=1$.

```lean
/-- For twice differentiable `γ`, the height along a fixed normal `s` changes along the curve
at the rate stiffness times `sin (s - t)`. -/
theorem hasDerivAt_height {γ : ℝ → ℝ} (h1 : Differentiable ℝ γ)
    (h2 : Differentiable ℝ (deriv γ)) (s t : ℝ) :
    HasDerivAt (fun u => height (wulffCurve γ u) s) (stiffness γ t * sin (s - t)) t := by
  have a := (h1 t).hasDerivAt
  have b := (h2 t).hasDerivAt
  have hx := (a.fun_mul (hasDerivAt_cos t)).fun_sub (b.fun_mul (hasDerivAt_sin t))
  have hy := (a.fun_mul (hasDerivAt_sin t)).fun_add (b.fun_mul (hasDerivAt_cos t))
  have h := (hx.mul_const (cos s)).fun_add (hy.mul_const (sin s))
  refine HasDerivAt.congr_deriv h ?_
  rw [sin_sub]
  unfold stiffness
  ring
```

`HasDerivAt f v t` says that $f$ has derivative $v$ at $t$. By hand,
$$\langle X(t),n(s)\rangle=\gamma\cos(s-t)+\gamma'\sin(s-t).$$
Differentiating in $t$ gives
$$\gamma'\cos(s-t)+\gamma\sin(s-t)+\gamma''\sin(s-t)-\gamma'\cos(s-t)=S(t)\sin(s-t).$$
Lean builds the derivative with the product rule, and `ring` collects the terms.

```lean
/-- For a `2π`-periodic, twice differentiable tension with continuous stiffness, the whole curve
lies in the Wulff shape exactly when the stiffness is nowhere negative. -/
theorem curve_mem_iff_stiffness_nonneg {γ : ℝ → ℝ} (hper : Function.Periodic γ (2 * π))
    (h1 : Differentiable ℝ γ) (h2 : Differentiable ℝ (deriv γ))
    (hc : Continuous (stiffness γ)) :
    (∀ t, wulffCurve γ t ∈ wulffShape γ) ↔ ∀ t, 0 ≤ stiffness γ t := by
  have hd := hasDerivAt_height h1 h2
  have hdiff : ∀ s, Differentiable ℝ (fun u => height (wulffCurve γ u) s) :=
    fun s t => (hd s t).differentiableAt
  constructor
  · intro hmem t
    by_contra hneg
    -- negative stiffness persists on a short arc beyond `t`
    obtain ⟨ε, hε, hball⟩ := Metric.mem_nhds_iff.1
      ((isOpen_lt hc continuous_const).mem_nhds (not_le.1 hneg))
    obtain ⟨d, hd0, hdε, hd1⟩ : ∃ d : ℝ, 0 < d ∧ d < ε ∧ d ≤ 1 :=
      ⟨min (ε / 2) 1, lt_min (by linarith) one_pos,
        lt_of_le_of_lt (min_le_left _ _) (by linarith), min_le_right _ _⟩
    have hanti : StrictAntiOn (fun u => height (wulffCurve γ u) (t + d))
        (Set.Icc t (t + d)) := by
      apply strictAntiOn_of_deriv_neg (convex_Icc _ _) (hdiff _).continuous.continuousOn
      intro u hu
      rw [interior_Icc] at hu
      obtain ⟨hu1, hu2⟩ := hu
      rw [(hd (t + d) u).deriv]
      have hS : stiffness γ u < 0 := hball (by
        rw [Metric.mem_ball, Real.dist_eq, abs_of_pos (by linarith)]
        linarith)
      exact mul_neg_of_neg_of_pos hS
        (sin_pos_of_pos_of_lt_pi (by linarith) (by linarith [pi_gt_three]))
    have hlt := hanti (Set.left_mem_Icc.2 (by linarith)) (Set.right_mem_Icc.2 (by linarith))
      (show t < t + d by linarith)
    simp only [height_self] at hlt
    exact absurd (hmem t (t + d)) (not_le_of_gt hlt)
  · intro hS t s
    -- bring the normal `s` within half a turn of `t`
    have hp : Function.Periodic (fun u => γ u - height (wulffCurve γ t) u) (2 * π) := by
      intro u
      simp only [height, hper u, cos_add_two_pi, sin_add_two_pi]
    obtain ⟨y, ⟨hy1, hy2⟩, hy⟩ := hp.exists_mem_Ico two_pi_pos s (t - π)
    have hgoal : height (wulffCurve γ t) y ≤ height (wulffCurve γ y) y := by
      rcases le_total t y with hty | hty
      · have hmono : MonotoneOn (fun u => height (wulffCurve γ u) y) (Set.Icc t y) := by
          apply monotoneOn_of_deriv_nonneg (convex_Icc _ _)
            (hdiff _).continuous.continuousOn (hdiff _).differentiableOn
          intro u hu
          rw [interior_Icc] at hu
          obtain ⟨hu1, hu2⟩ := hu
          rw [(hd y u).deriv]
          exact mul_nonneg (hS u)
            (sin_nonneg_of_nonneg_of_le_pi (by linarith) (by linarith))
        exact hmono (Set.left_mem_Icc.2 hty) (Set.right_mem_Icc.2 hty) hty
      · have hanti : AntitoneOn (fun u => height (wulffCurve γ u) y) (Set.Icc y t) := by
          apply antitoneOn_of_deriv_nonpos (convex_Icc _ _)
            (hdiff _).continuous.continuousOn (hdiff _).differentiableOn
          intro u hu
          rw [interior_Icc] at hu
          obtain ⟨hu1, hu2⟩ := hu
          rw [(hd y u).deriv, ← neg_sub u y, sin_neg]
          have hsin : 0 ≤ sin (u - y) :=
            sin_nonneg_of_nonneg_of_le_pi (by linarith) (by linarith)
          linarith [mul_nonneg (hS u) hsin]
        exact hanti (Set.left_mem_Icc.2 hty) (Set.right_mem_Icc.2 hty) hty
    rw [height_self] at hgoal
    linarith
```

For a $2\pi$-periodic, twice differentiable $\gamma$ with continuous $S$, the curve lies in the Wulff shape exactly when $S\ge0$ everywhere.

Suppose first that the curve lies in the shape but $S(t)<0$. By continuity $S<0$ on $[t,t+d]$ for some $0<d\le1$. For $u$ inside this interval $\sin(t+d-u)>0$, so the height of $X(u)$ along $n(t+d)$ strictly decreases (`hanti`). At $u=t+d$ it equals $\gamma(t+d)$, hence $\langle X(t),n(t+d)\rangle>\gamma(t+d)$, a contradiction.

Conversely, let $S\ge0$. Periodicity replaces $s$ by an equivalent $y\in[t-\pi,t+\pi)$.

- If $t\le y$, then $\sin(y-u)\ge0$ on $[t,y]$, and the height along $n(y)$ rises from $\langle X(t),n(y)\rangle$ to $\gamma(y)$.
- If $y\le t$, then $\sin(y-u)\le0$ on $[y,t]$, and the height falls from $\gamma(y)$ to $\langle X(t),n(y)\rangle$.

Both cases give $\langle X(t),n(y)\rangle\le\gamma(y)$, which is `hgoal`.

```lean
/-- For twice differentiable `γ`, the signed area of the curve is half the integral of `γ (γ + γ'')`
from `0` to `2π`. -/
theorem signedArea_wulffCurve {γ : ℝ → ℝ} (h1 : Differentiable ℝ γ)
    (h2 : Differentiable ℝ (deriv γ)) :
    signedArea (wulffCurve γ) = (1 / 2) * ∫ t in (0 : ℝ)..(2 * π), γ t * stiffness γ t := by
  have key : ∀ t, (wulffCurve γ t).1 * deriv (fun u => (wulffCurve γ u).2) t
      - (wulffCurve γ t).2 * deriv (fun u => (wulffCurve γ u).1) t
      = γ t * stiffness γ t := by
    intro t
    -- the coordinates are the heights along the normals `0` and `π / 2`
    have hx := hasDerivAt_height h1 h2 0 t
    have hy := hasDerivAt_height h1 h2 (π / 2) t
    simp only [height, cos_zero, sin_zero, mul_one, mul_zero, add_zero, zero_sub,
      sin_neg] at hx
    simp only [height, cos_pi_div_two, sin_pi_div_two, mul_one, mul_zero, zero_add,
      sin_pi_div_two_sub] at hy
    have hs := height_self γ t
    simp only [height] at hs
    rw [hx.deriv, hy.deriv]
    linear_combination stiffness γ t * hs
  unfold signedArea
  simp only [key]
```

The heights along $n(0)$ and $n(\pi/2)$ are $x$ and $y$, so $x'=-S\sin t$ and $y'=S\cos t$. Therefore
$$xy'-yx'=S(x\cos t+y\sin t)=\gamma S,$$
and the signed area is $\frac12\int_0^{2\pi}\gamma S\,dt$.

```lean
/-- The slope of the cosine tension is `-g e m sin (m t)`. -/
theorem hasDerivAt_tension (g e : ℝ) (m : ℕ) (t : ℝ) :
    HasDerivAt (tension g e m) (-(g * e * m) * sin (m * t)) t := by
  have hm : HasDerivAt (fun u : ℝ => (m : ℝ) * u) m t := by
    simpa using (hasDerivAt_id t).const_mul (m : ℝ)
  exact HasDerivAt.congr_deriv (((hm.cos.const_mul e).const_add 1).const_mul g) (by ring)
```

The chain rule gives $\gamma'=-gem\sin mt$.

```lean
/-- The second derivative of the cosine tension is `-g e m² cos (m t)`. -/
theorem hasDerivAt_deriv_tension (g e : ℝ) (m : ℕ) (t : ℝ) :
    HasDerivAt (deriv (tension g e m)) (-(g * e * m ^ 2) * cos (m * t)) t := by
  have hm : HasDerivAt (fun u : ℝ => (m : ℝ) * u) m t := by
    simpa using (hasDerivAt_id t).const_mul (m : ℝ)
  rw [funext fun u => (hasDerivAt_tension g e m u).deriv]
  exact HasDerivAt.congr_deriv (hm.sin.const_mul (-(g * e * m))) (by ring)
```

Once more, $\gamma''=-gem^2\cos mt$.

```lean
/-- For `g > 0` and `m ≥ 1`, the curve of the tension `g (1 + e cos (m t))` lies in its
Wulff shape exactly when `|e| (m² - 1) ≤ 1`. -/
theorem cosine_curve_mem_iff {g : ℝ} (hg : 0 < g) (e : ℝ) {m : ℕ} (hm : 1 ≤ m) :
    (∀ t, wulffCurve (tension g e m) t ∈ wulffShape (tension g e m)) ↔
      |e| * ((m : ℝ) ^ 2 - 1) ≤ 1 := by
  have hm1 : (1 : ℝ) ≤ m := by exact_mod_cast hm
  have hS : stiffness (tension g e m)
      = fun t => g * (1 - e * ((m : ℝ) ^ 2 - 1) * cos (m * t)) := by
    funext t
    rw [stiffness, (hasDerivAt_deriv_tension g e m t).deriv, tension]
    ring
  have hper : Function.Periodic (tension g e m) (2 * π) := by
    intro t
    simp only [tension]
    rw [mul_add (m : ℝ) t (2 * π), cos_add_nat_mul_two_pi]
  rw [curve_mem_iff_stiffness_nonneg hper
    (fun t => (hasDerivAt_tension g e m t).differentiableAt)
    (fun t => (hasDerivAt_deriv_tension g e m t).differentiableAt)
    (by rw [hS]; fun_prop), hS]
  constructor
  · intro h
    -- the extreme stiffnesses occur at `t = 0` and `t = π / m`
    have ha := (mul_nonneg_iff_of_pos_left hg).1 (h 0)
    have hb := (mul_nonneg_iff_of_pos_left hg).1 (h (π / m))
    rw [mul_zero, cos_zero] at ha
    rw [mul_div_cancel₀ π (by positivity : (m : ℝ) ≠ 0), cos_pi] at hb
    rcases abs_cases e with ⟨he, _⟩ | ⟨he, _⟩ <;> rw [he] <;> linarith
  · intro h t
    have hk : (0 : ℝ) ≤ (m : ℝ) ^ 2 - 1 := by nlinarith
    have hle : e * ((m : ℝ) ^ 2 - 1) * cos (m * t) ≤ |e| * ((m : ℝ) ^ 2 - 1) * 1 := by
      refine (le_abs_self _).trans ?_
      rw [abs_mul, abs_mul, abs_of_nonneg hk]
      exact mul_le_mul_of_nonneg_left (abs_cos_le_one _) (mul_nonneg (abs_nonneg e) hk)
    exact mul_nonneg hg.le (by linarith)
```

Adding $\gamma$ and $\gamma''$ gives
$$S=g\left(1-e(m^2-1)\cos mt\right).$$
If $S\ge0$, then $t=0$ gives $e(m^2-1)\le1$ and $t=\pi/m$ gives $-e(m^2-1)\le1$; together they bound $|e|(m^2-1)$. Conversely, $|\cos mt|\le1$ turns that bound into $S\ge0$. For $m=1$ the condition always holds: the curve is a shifted circle.

```lean
/-- For `m ≥ 1`, the curve of the tension `g (1 + e cos (m t))` has signed area
`π g² (1 - (m² - 1) e² / 2)`. -/
theorem cosine_area (g e : ℝ) {m : ℕ} (hm : 1 ≤ m) :
    signedArea (wulffCurve (tension g e m))
      = π * g ^ 2 * (1 - ((m : ℝ) ^ 2 - 1) * e ^ 2 / 2) := by
  have hm0 : (m : ℝ) ≠ 0 := by
    have : (1 : ℝ) ≤ m := by exact_mod_cast hm
    positivity
  rw [signedArea_wulffCurve (fun t => (hasDerivAt_tension g e m t).differentiableAt)
    (fun t => (hasDerivAt_deriv_tension g e m t).differentiableAt)]
  simp only [stiffness, (hasDerivAt_deriv_tension g e m _).deriv, tension]
  obtain ⟨b, hb⟩ : ∃ b : ℝ, b * m = g ^ 2 * e * (2 - (m : ℝ) ^ 2) :=
    ⟨_ / m, div_mul_cancel₀ _ hm0⟩
  obtain ⟨c, hc⟩ : ∃ c : ℝ, c * m = g ^ 2 * e ^ 2 * ((m : ℝ) ^ 2 - 1) / 2 :=
    ⟨_ / m, div_mul_cancel₀ _ hm0⟩
  -- an explicit antiderivative, whose oscillating part vanishes at both ends
  rw [intervalIntegral.integral_eq_sub_of_hasDerivAt
    (f := fun t => g ^ 2 * (1 - ((m : ℝ) ^ 2 - 1) * e ^ 2 / 2) * t + b * sin (m * t)
      - c * (sin (m * t) * cos (m * t)))]
  · have hz : sin ((m : ℝ) * (2 * π)) = 0 := by
      have h := sin_nat_mul_pi (2 * m)
      push_cast at h
      rw [← h]
      congr 1
      ring
    simp only [hz, mul_zero, sin_zero, zero_mul]
    ring
  · intro t _
    have hl : HasDerivAt (fun u : ℝ => (m : ℝ) * u) m t := by
      simpa using (hasDerivAt_id t).const_mul (m : ℝ)
    refine HasDerivAt.congr_deriv
      ((((hasDerivAt_id' t).const_mul _).fun_add (hl.sin.const_mul b)).fun_sub
        ((hl.sin.fun_mul hl.cos).const_mul c)) ?_
    linear_combination cos (m * t) * hb - (cos (m * t) ^ 2 - sin (m * t) ^ 2) * hc
      + g ^ 2 * e ^ 2 * ((m : ℝ) ^ 2 - 1) / 2 * sin_sq_add_cos_sq (m * t)
  · exact Continuous.intervalIntegrable (by fun_prop) _ _
```

With $k=m^2-1$,
$$\gamma S=g^2\left[1+e(1-k)\cos mt-ke^2\cos^2mt\right].$$
Over $[0,2\pi]$ the cosine integrates to $0$ and its square to $\pi$, so half the integral is $\pi g^2(1-ke^2/2)$. Lean differentiates an explicit antiderivative instead; its terms in $\sin mt$ and $\sin mt\cos mt$ vanish at both ends.

```lean
/-- For `g > 0` and `m ≥ 2`, a cosine-tension curve that lies in its Wulff shape has signed area
at least `π g² (1 - 1 / (2 (m² - 1)))`. -/
theorem cosine_area_lower_bound {g : ℝ} (hg : 0 < g) (e : ℝ) {m : ℕ} (hm : 2 ≤ m)
    (h : ∀ t, wulffCurve (tension g e m) t ∈ wulffShape (tension g e m)) :
    π * g ^ 2 * (1 - 1 / (2 * ((m : ℝ) ^ 2 - 1)))
      ≤ signedArea (wulffCurve (tension g e m)) := by
  have hm2 : (2 : ℝ) ≤ m := by exact_mod_cast hm
  have he := (cosine_curve_mem_iff hg e (by omega)).1 h
  rw [cosine_area g e (by omega)]
  have hk : (0 : ℝ) < (m : ℝ) ^ 2 - 1 := by nlinarith
  generalize (m : ℝ) ^ 2 - 1 = k at he hk ⊢
  have hsq : (|e| * k) ^ 2 ≤ 1 := pow_le_one₀ (mul_nonneg (abs_nonneg e) hk.le) he
  rw [mul_pow, sq_abs] at hsq
  have hbound : k * e ^ 2 / 2 ≤ 1 / (2 * k) := by
    rw [le_div_iff₀ (by linarith)]
    linarith
  exact mul_le_mul_of_nonneg_left (by linarith) (by positivity)

end

end WulffCosine
```

For $m\ge2$, containment gives $(|e|k)^2\le1$, hence $ke^2/2\le1/(2k)$. Inserting this in the area formula yields the lower bound.

```lean
#print axioms WulffCosine.cosine_area_lower_bound
-- 'WulffCosine.cosine_area_lower_bound' depends on axioms: [propext, Classical.choice, Quot.sound]
```

In a calculation of island shapes, step free energies computed at a nonzero temperature for several orientations may be fitted to this single-harmonic law, provided that they vary smoothly with orientation and lie close to it. Zero-temperature step energies of a crystal generally have cusps at low-index orientations, which the law leaves out. A fourfold fit with $e=0.05$ gives $15e=0.75$, so $X(t)$ can be plotted directly as the equilibrium outline; for a prescribed island area $A$, it is scaled by $\sqrt{A/(0.98125\,\pi g^2)}$. With $e=0.1$ the product is $1.5$: parts of the curve lie outside the Wulff shape and have to be cut away.
